# The Fortuin–Kasteleyn cluster expansion of the Potts model on a finite graph

## Colours, bonds and clusters

In the Potts model each site $i$ of a finite graph $G$ carries one of $q$ colours $\sigma_i$, and an edge $e=\{i,j\}$ contributes energy only when its ends agree. With reduced coupling $K_e=\beta J_e$, where $\beta$ is the inverse temperature and $-J_e$ the energy of an agreeing pair, the partition function is

$$Z=\sum_\sigma \exp\Big(\sum_{e} K_e\,\delta_e(\sigma)\Big),\qquad \delta_e(\sigma)=\begin{cases}1&\sigma_i=\sigma_j\\0&\sigma_i\neq\sigma_j.\end{cases}$$

The aim is to replace the sum over colourings by a sum over sets of edges.

```lean
import Mathlib

open Finset

namespace PottsRandomCluster
```

Sites form a type `V`, and a colouring is a function `σ : V → Fin q`. An edge is an unordered pair, `s(i, j)` in `Sym2 V`, so the delta must be symmetric in its two sites. Its values lie in a commutative ring `R`, which allows real, complex or formal weights.

```lean
/-- The Kronecker delta of the two colours at the ends of an edge, with values in `R`. -/
def delta (R : Type*) [CommRing R] {V : Type*} {q : ℕ} (σ : V → Fin q) : Sym2 V → R :=
  Sym2.lift ⟨fun i j => if σ i = σ j then 1 else 0, fun _ _ => if_congr eq_comm rfl rfl⟩
```

Let $A$ be a finite set of edges, called open. Together with all the sites they form a graph, in which a pair $\{i,i\}$ adds no bond.

```lean
/-- The graph on all sites whose bonds are the pairs in `A` with two different ends. -/
abbrev openGraph {V : Type*} (A : Finset (Sym2 V)) : SimpleGraph V :=
  SimpleGraph.fromEdgeSet (A : Set (Sym2 V))
```

Its connected components are the clusters. Their number $k(A)$, written `clusters A`, includes isolated sites, so $k(\emptyset)$ is the number of sites.

```lean
/-- The number of clusters: connected components of the graph of open edges, isolated sites
included. If there are infinitely many, the value is 0 by convention. -/
noncomputable def clusters {V : Type*} (A : Finset (Sym2 V)) : ℕ :=
  Nat.card (openGraph A).ConnectedComponent
```

Two properties of colourings are needed: being constant on every cluster, and being proper, with different colours on neighbouring sites.

```lean
/-- A colouring is constant on clusters if sites joined by a path of open edges
have the same colour. -/
def ConstantOnClusters {V : Type*} {q : ℕ} (A : Finset (Sym2 V)) (σ : V → Fin q) : Prop :=
  ∀ i j, (openGraph A).Reachable i j → σ i = σ j

/-- A colouring is proper if neighbouring sites always have different colours. -/
def IsProper {V : Type*} {q : ℕ} (G : SimpleGraph V) (σ : V → Fin q) : Prop :=
  ∀ i j, G.Adj i j → σ i ≠ σ j
```

## Open edges force equal colours

On a single edge the delta has the value given above, by definition.

```lean
/-- On the edge between `i` and `j` the delta is one for equal colours and zero otherwise. -/
theorem delta_mk (R : Type*) [CommRing R] {V : Type*} {q : ℕ} (σ : V → Fin q) (i j : V) :
    delta R σ s(i, j) = if σ i = σ j then 1 else 0 := rfl
```

For a set $A$ of open edges,

$$\prod_{e\in A}\delta_e(\sigma)=\begin{cases}1&\sigma\text{ constant on the clusters of }A\\0&\text{otherwise.}\end{cases}$$

If $\sigma$ is constant on clusters, the ends of every open edge agree and every factor is 1. Conversely, if the product is not zero, no factor vanishes; colours then agree across each open edge and, by induction along a path, throughout each cluster. The Lean proof treats these two cases in turn, the second by induction on the walk `p`.

```lean
/-- The product of the deltas over the open edges is one if the colouring is constant
on clusters, and zero otherwise. -/
theorem prod_delta (R : Type*) [CommRing R] {V : Type*} {q : ℕ} (A : Finset (Sym2 V))
    (σ : V → Fin q) [Decidable (ConstantOnClusters A σ)] :
    ∏ e ∈ A, delta R σ e = if ConstantOnClusters A σ then 1 else 0 := by
  split_ifs with h
  · refine Finset.prod_eq_one fun e he => ?_
    induction e using Sym2.ind with
    | _ i j =>
      have hs : σ i = σ j := by
        by_cases hij : i = j
        · rw [hij]
        · exact h i j (SimpleGraph.Adj.reachable
            ((SimpleGraph.fromEdgeSet_adj _).2 ⟨Finset.mem_coe.2 he, hij⟩))
      simp [delta_mk, hs]
  · -- if no factor vanished, equality of colours would propagate along every open path
    by_contra hne
    apply h
    intro i j hr
    obtain ⟨p⟩ := hr
    induction p with
    | nil => rfl
    | @cons a b c hadj p ih =>
      refine Eq.trans ?_ ih
      by_contra hs
      have hmem : s(a, b) ∈ A := Finset.mem_coe.1 ((SimpleGraph.fromEdgeSet_adj _).1 hadj).1
      exact hne (Finset.prod_eq_zero hmem (by simp [delta_mk, hs]))
```

## One free colour for each cluster

A colouring constant on clusters is the same thing as a choice of colour for each cluster, so there are $q^{k(A)}$ of them. The equivalence `f` passes between the two descriptions.

Finitely many open edges would not suffice here without finitely many sites. Take $A=\emptyset$, $q=2$ and infinitely many sites: there are infinitely many colourings. `Nat.card` assigns 0 to infinite types, so the stated equation would read $0=2^0$.

```lean
/-- On a finite set of sites there are `q ^ clusters A` colourings that are constant
on clusters: one free colour for each cluster. -/
theorem card_constantOnClusters {V : Type*} [Finite V] (q : ℕ) (A : Finset (Sym2 V)) :
    Nat.card {σ : V → Fin q // ConstantOnClusters A σ} = q ^ clusters A := by
  have hfin : Finite (openGraph A).ConnectedComponent :=
    Finite.of_surjective (openGraph A).connectedComponentMk fun c => by
      induction c using SimpleGraph.ConnectedComponent.ind with
      | _ v => exact ⟨v, rfl⟩
  -- a colouring constant on clusters is the same as a colouring of the clusters
  let f : {σ : V → Fin q // ConstantOnClusters A σ} ≃
      ((openGraph A).ConnectedComponent → Fin q) :=
    { toFun := fun s c =>
        SimpleGraph.ConnectedComponent.lift s.1 (fun i j p _ => s.2 i j ⟨p⟩) c
      invFun := fun g => ⟨fun i => g ((openGraph A).connectedComponentMk i),
        fun _ _ h => congrArg g (SimpleGraph.ConnectedComponent.eq.2 h)⟩
      left_inv := fun _ => Subtype.ext (funext fun _ => rfl)
      right_inv := fun g => by
        funext c
        induction c using SimpleGraph.ConnectedComponent.ind with
        | _ v => rfl }
  rw [Nat.card_congr f, Nat.card_fun, Nat.card_eq_fintype_card, Fintype.card_fin, clusters]
```

Summing the indicator over all colourings counts them:

$$\sum_\sigma\prod_{e\in A}\delta_e(\sigma)=q^{k(A)}.$$

```lean
variable {V : Type*} [Fintype V] [DecidableEq V]

/-- Summing the product of deltas over all colourings gives a factor `q` for each cluster. -/
theorem sum_prod_delta (R : Type*) [CommRing R] (q : ℕ) (A : Finset (Sym2 V)) :
    ∑ σ : V → Fin q, ∏ e ∈ A, delta R σ e = (q : R) ^ clusters A := by
  classical
  have h : ∀ σ : V → Fin q,
      ∏ e ∈ A, delta R σ e = if ConstantOnClusters A σ then 1 else 0 :=
    fun σ => prod_delta R A σ
  rw [Finset.sum_congr rfl (fun σ _ => h σ), Finset.sum_boole, ← Nat.cast_pow,
    ← card_constantOnClusters q A, Nat.card_eq_fintype_card, Fintype.card_subtype]
```

## Expanding the product over edges

Give each edge a weight $v_e\in R$. Choosing either $1$ (closed) or $v_e\delta_e$ (open) from each factor, and then exchanging the sums, gives

$$\sum_\sigma\prod_{e}(1+v_e\delta_e)=\sum_{A}\Big(\prod_{e\in A}v_e\Big)\sum_\sigma\prod_{e\in A}\delta_e=\sum_{A}\Big(\prod_{e\in A}v_e\Big)q^{k(A)},$$

where $A$ runs over all subsets of the edges of $G$. In Lean, `Finset.prod_one_add` makes the expansion and `Finset.sum_comm` the exchange.

```lean
/-- Fortuin-Kasteleyn formula with a separate weight `v e` on each edge: the sum over
colourings of a finite graph equals a sum over sets of open edges, with a factor `q`
for each cluster. -/
theorem fortuin_kasteleyn_weighted {R : Type*} [CommRing R] (G : SimpleGraph V)
    [Fintype G.edgeSet] (q : ℕ) (v : Sym2 V → R) :
    ∑ σ : V → Fin q, ∏ e ∈ G.edgeFinset, (1 + v e * delta R σ e) =
      ∑ A ∈ G.edgeFinset.powerset, (∏ e ∈ A, v e) * (q : R) ^ clusters A := by
  -- choose at every edge the term `1` (closed) or the term `v δ` (open)
  simp_rw [Finset.prod_one_add, Finset.prod_mul_distrib]
  rw [Finset.sum_comm]
  refine Finset.sum_congr rfl fun A _ => ?_
  rw [← Finset.mul_sum, sum_prod_delta]
```

With equal weights $v_e=v$, the product over $A$ becomes $v^{|A|}$.

```lean
/-- Fortuin-Kasteleyn formula: with the same weight `v` on all edges, a set `A` of open
edges contributes `v ^ card A * q ^ clusters A`. -/
theorem fortuin_kasteleyn {R : Type*} [CommRing R] (G : SimpleGraph V)
    [Fintype G.edgeSet] (q : ℕ) (v : R) :
    ∑ σ : V → Fin q, ∏ e ∈ G.edgeFinset, (1 + v * delta R σ e) =
      ∑ A ∈ G.edgeFinset.powerset, v ^ A.card * (q : R) ^ clusters A := by
  have h := fortuin_kasteleyn_weighted G q (fun _ => v)
  simpa only [Finset.prod_const] using h
```

## Boltzmann weights

Since $\delta_e$ is 0 or 1, $e^{K_e\delta_e}=1+(e^{K_e}-1)\delta_e$. Hence $v_e=e^{K_e}-1$ and

$$Z=\sum_A\Big(\prod_{e\in A}(e^{K_e}-1)\Big)q^{k(A)}.$$

The couplings may have either sign. For $K_e\ge0$ on a finite lattice without a field, all terms are non-negative, and the expansion before the colour sum is the joint weight of colours and bonds sampled by Swendsen–Wang cluster updates.

```lean
/-- The Potts partition function with real reduced couplings `K e` is a sum over sets of
open edges, in which each open edge has the weight `exp (K e) - 1`. -/
theorem potts_partition_function (G : SimpleGraph V) [Fintype G.edgeSet] (q : ℕ)
    (K : Sym2 V → ℝ) :
    ∑ σ : V → Fin q, Real.exp (∑ e ∈ G.edgeFinset, K e * delta ℝ σ e) =
      ∑ A ∈ G.edgeFinset.powerset,
        (∏ e ∈ A, (Real.exp (K e) - 1)) * (q : ℝ) ^ clusters A := by
  rw [← fortuin_kasteleyn_weighted G q (fun e => Real.exp (K e) - 1)]
  refine Finset.sum_congr rfl fun σ _ => ?_
  rw [Real.exp_sum]
  refine Finset.prod_congr rfl fun e _ => ?_
  -- the delta takes only the values zero and one
  induction e using Sym2.ind with
  | _ i j => by_cases hs : σ i = σ j <;> simp [delta_mk, hs]
```

## Proper colourings at $v=-1$

At $v=-1$ each factor is $1-\delta_e$, which vanishes exactly when the ends agree. The product is therefore 1 for a proper colouring and 0 otherwise, and the sum counts proper colourings:

$$\#\{\text{proper }\sigma\}=\sum_A(-1)^{|A|}q^{k(A)}.$$

For two sites joined by one edge this gives $q^2-q$. Physically, it is the number of zero-energy states of the antiferromagnet with equal couplings.

```lean
/-- The number of proper colourings of a finite graph with `q` colours is the
Fortuin-Kasteleyn sum at `v = -1`. -/
theorem card_proper_colourings (G : SimpleGraph V) [Fintype G.edgeSet] (q : ℕ) :
    (Nat.card {σ : V → Fin q // IsProper G σ} : ℤ) =
      ∑ A ∈ G.edgeFinset.powerset, (-1) ^ A.card * (q : ℤ) ^ clusters A := by
  classical
  -- at `v = -1` an edge with equal colours at its ends makes the product vanish
  have h : ∀ σ : V → Fin q, ∏ e ∈ G.edgeFinset, (1 + (-1) * delta ℤ σ e) =
      if IsProper G σ then 1 else 0 := by
    intro σ
    split_ifs with hP
    · refine Finset.prod_eq_one fun e he => ?_
      induction e using Sym2.ind with
      | _ i j =>
        have hs : σ i ≠ σ j := hP i j (SimpleGraph.mem_edgeFinset.1 he)
        simp [delta_mk, hs]
    · simp only [IsProper, ne_eq, not_forall, not_not] at hP
      obtain ⟨i, j, hadj, hs⟩ := hP
      have hmem : s(i, j) ∈ G.edgeFinset := SimpleGraph.mem_edgeFinset.2 hadj
      exact Finset.prod_eq_zero hmem (by simp [delta_mk, hs])
  rw [← fortuin_kasteleyn G q (-1 : ℤ), Finset.sum_congr rfl (fun σ _ => h σ),
    Finset.sum_boole, Nat.card_eq_fintype_card, Fintype.card_subtype]

end PottsRandomCluster
```

```lean
#print axioms PottsRandomCluster.fortuin_kasteleyn_weighted
-- 'PottsRandomCluster.fortuin_kasteleyn_weighted' depends on axioms: [propext, Classical.choice, Quot.sound]
#print axioms PottsRandomCluster.potts_partition_function
-- 'PottsRandomCluster.potts_partition_function' depends on axioms: [propext, Classical.choice, Quot.sound]
#print axioms PottsRandomCluster.card_proper_colourings
-- 'PottsRandomCluster.card_proper_colourings' depends on axioms: [propext, Classical.choice, Quot.sound]
```

## A field on one colour, and large lattices

The same argument, here without a Lean proof, treats a reduced field $h$ acting on one colour, labelled 0, when $q\ge1$. Let $\delta(\sigma_i,0)$ be 1 if $\sigma_i=0$ and 0 otherwise; the field favours colour 0 if $h>0$. A cluster $C$ with $|C|$ sites then contributes $q-1+e^{h|C|}$ instead of $q$:

$$\sum_\sigma\prod_e(1+v_e\delta_e)\prod_i e^{h\,\delta(\sigma_i,0)}=\sum_A\Big(\prod_{e\in A}v_e\Big)\prod_{C}\big(q-1+e^{h|C|}\big).$$

All these identities concern a fixed finite graph. Applying them to a phase transition in a macroscopic magnet requires the thermodynamic limit as a further step.
